# The average of like-conformer \(C_6\) values is never below the ensemble coefficient

Two flexible molecules of the same species are far apart in a gas. Each is found in conformer \(i\) with probability \(p_i\), independently of the other, and conformers \(i\) and \(j\) attract each other with the dispersion energy \(-C_{ij}/R^6\). At fixed distance \(R\), the averaged attraction therefore has the coefficient \(\sum_{ij}p_ip_jC_{ij}\). A simpler recipe computes \(C_{ii}\) for each conformer paired with its own copy and averages these values with the weights \(p_i\). How far apart are the two numbers?

## The error as a mean squared difference of polarizabilities

Let \(a_i(u)\) be the isotropic polarizability of conformer \(i\) at imaginary frequency \(iu\), a real function. In atomic units the Casimir-Polder formula reads

\[
C_{ij}=\frac{3}{\pi}\int_0^\infty a_i(u)\,a_j(u)\,du .
\]

Write \(L=\sum_i p_iC_{ii}\) for the like-conformer average and \(E=\sum_{ij}p_ip_jC_{ij}\) for the ensemble coefficient. If \(\sum_i p_i=1\) and every \(a_i\) is square-integrable on \(u>0\), the claim is

\[
L-E=\frac{3}{2\pi}\sum_{ij}p_ip_j\int_0^\infty (a_i-a_j)^2\,du .
\]

Products of the polarizabilities are integrable, because \(a_ia_j=\tfrac12\left[(a_i+a_j)^2-a_i^2-a_j^2\right]\) and each square on the right is integrable. The integral of the squared difference can therefore be split:

\[
\frac{3}{2\pi}\int_0^\infty(a_i-a_j)^2du
=\frac{3}{2\pi}\int_0^\infty\left(a_i^2+a_j^2-2a_ia_j\right)du
=\frac{C_{ii}+C_{jj}}{2}-C_{ij}.
\]

Multiply by \(p_ip_j\) and sum over all ordered pairs. Since \(\sum_jp_j=1\), the first term gives \(\tfrac12\sum_ip_iC_{ii}=\tfrac12L\). The second gives \(\tfrac12L\) in the same way, and the third gives \(-E\). This is the claim.

If the \(p_i\) are also nonnegative, every term on the right is nonnegative, so \(L\ge E\). Equality requires each term to vanish, which means that any two conformers of nonzero probability have the same polarizability at almost every \(u>0\). Otherwise the like-conformer average is strictly too large.

The ensemble coefficient can also be found from a single function, the mean polarizability \(\bar a=\sum_ip_ia_i\). Exchanging the finite sums with the integral gives

\[
E=\frac{3}{\pi}\int_0^\infty\sum_{ij}p_ip_ja_ia_j\,du=\frac{3}{\pi}\int_0^\infty\bar a^2\,du .
\]

For two conformers with polarizabilities \(a(u)\) and \(b(u)\), which also label the coefficients, and with weights \(p\) and \(1-p\), collecting terms gives

\[
L-E=p(1-p)\left(C_{aa}+C_{bb}-2C_{ab}\right)=p(1-p)\,\frac{3}{\pi}\int_0^\infty(a-b)^2du .
\]

Normalization matters if, say, raw Boltzmann factors are used as weights. Take one conformer with weight 2 and \(C_{11}>0\). Then \(L=2C_{11}\) and \(E=4C_{11}\), while the right-hand side of the claim is zero. For nonnegative weights of unrestricted total, both the identity and the inequality can thus fail.

For dispersion models of flexible molecules with isotropic polarizabilities and independent, fixed populations, the result says that the polarizabilities should be averaged before the frequency integral is taken, not the like-conformer coefficients after it.

## Coefficients and averages in Lean

```lean
import Mathlib

open MeasureTheory Set
open scoped Real

namespace ConformerC6

noncomputable section
```

A polarizability is a function `ℝ → ℝ` whose argument is \(u\), and `Ioi 0` is the half-line \(u>0\).

```lean
/-- The Casimir-Polder coefficient `(3/π) ∫ a(u) b(u) du` over `u > 0`, in atomic units, for
polarizabilities `a` and `b` at imaginary frequency. -/
def c6 (a b : ℝ → ℝ) : ℝ := 3 / π * ∫ u in Ioi (0 : ℝ), a u * b u
```

The conformers are labelled by a finite type `ι`, with weights `p` and polarizabilities `a`. The first average is \(L\).

```lean
variable {ι : Type*} [Fintype ι]

/-- The average of the like-conformer coefficients, `∑ p_i C_ii`. -/
def likeAverage (p : ι → ℝ) (a : ι → ℝ → ℝ) : ℝ := ∑ i, p i * c6 (a i) (a i)
```

The second is \(E\). Its product weights `p i * p j` express the independence of the two molecules; correlated conformations would need a joint distribution.

```lean
/-- The ensemble coefficient `∑ p_i p_j C_ij` of two molecules whose conformers are drawn
independently. -/
def ensembleC6 (p : ι → ℝ) (a : ι → ℝ → ℝ) : ℝ :=
  ∑ i, ∑ j, p i * p j * c6 (a i) (a j)
```

The mean polarizability \(\bar a\) is defined pointwise in frequency.

```lean
/-- The population-weighted polarizability `∑ p_i a_i(u)`. -/
def meanPol (p : ι → ℝ) (a : ι → ℝ → ℝ) (u : ℝ) : ℝ := ∑ i, p i * a i u
```

## Square integrability and the pair identity

The hypothesis `MemLp a 2 (volume.restrict (Ioi 0))` means that \(a\) is measurable up to a null set and square-integrable on \(u>0\). Physically, a bounded response that decays as \(1/u^2\) at high frequency satisfies it. Lean assigns the value zero to a divergent integral, and this hypothesis keeps that convention out of the results. Neither positivity nor monotonic decay of the polarizability is assumed.

The first lemma uses the identity that writes a product through three squares, known in algebra as polarization and unrelated to electric polarization: `ring` checks the algebra, and `integrable_sq` supplies the three squares.

```lean
/-- The product of two polarizabilities that are square-integrable on `u > 0` is integrable
there. -/
theorem integrable_pol_mul {a b : ℝ → ℝ}
    (ha : MemLp a 2 (volume.restrict (Ioi (0 : ℝ))))
    (hb : MemLp b 2 (volume.restrict (Ioi (0 : ℝ)))) :
    Integrable (fun u => a u * b u) (volume.restrict (Ioi (0 : ℝ))) := by
  -- polarization: the product is a combination of three squares
  have hs : Integrable (fun u => (a u + b u) ^ 2) (volume.restrict (Ioi (0 : ℝ))) :=
    (ha.add hb).integrable_sq
  have h : Integrable (fun u => (1 / 2 : ℝ) * ((a u + b u) ^ 2 - a u ^ 2 - b u ^ 2))
      (volume.restrict (Ioi (0 : ℝ))) :=
    ((hs.sub ha.integrable_sq).sub hb.integrable_sq).const_mul (1 / 2)
  have e : (fun u => a u * b u) =
      fun u => (1 / 2 : ℝ) * ((a u + b u) ^ 2 - a u ^ 2 - b u ^ 2) := by
    funext u
    ring
  rw [e]
  exact h
```

With the products integrable, `pair_gap` expands the square and splits the integral by `integral_sub` and `integral_add`.

```lean
/-- For two square-integrable polarizabilities, the arithmetic mean of the like coefficients
exceeds the unlike coefficient by `(3/(2π)) ∫ (a - b)²`. -/
theorem pair_gap {a b : ℝ → ℝ}
    (ha : MemLp a 2 (volume.restrict (Ioi (0 : ℝ))))
    (hb : MemLp b 2 (volume.restrict (Ioi (0 : ℝ)))) :
    (c6 a a + c6 b b) / 2 - c6 a b =
      3 / (2 * π) * ∫ u in Ioi (0 : ℝ), (a u - b u) ^ 2 := by
  have haa := integrable_pol_mul ha ha
  have hbb := integrable_pol_mul hb hb
  have hab := integrable_pol_mul ha hb
  have hs : Integrable (fun u => a u * a u + b u * b u)
      (volume.restrict (Ioi (0 : ℝ))) := haa.add hbb
  have e : (fun u => (a u - b u) ^ 2) =
      fun u => (a u * a u + b u * b u) - 2 * (a u * b u) := by
    funext u
    ring
  rw [e, integral_sub hs (hab.const_mul 2), integral_add haa hbb, integral_const_mul]
  unfold c6
  ring
```

## Averaging the polarizability first

The identity \(E=C_6[\bar a,\bar a]\) holds for any real weights, normalized or not. `Finset.sum_mul_sum` expands \(\bar a^2\) into a double sum, and `integral_finsetSum`, applied once for each index, moves the integral inside.

```lean
/-- For square-integrable polarizabilities, the ensemble coefficient is the Casimir-Polder
coefficient of the population-weighted polarizability with itself. -/
theorem ensembleC6_eq_c6_meanPol (p : ι → ℝ) {a : ι → ℝ → ℝ}
    (ha : ∀ i, MemLp (a i) 2 (volume.restrict (Ioi (0 : ℝ)))) :
    ensembleC6 p a = c6 (meanPol p a) (meanPol p a) := by
  have hij : ∀ i j, Integrable (fun u => p i * p j * (a i u * a j u))
      (volume.restrict (Ioi (0 : ℝ))) :=
    fun i j => (integrable_pol_mul (ha i) (ha j)).const_mul (p i * p j)
  have e : (fun u => meanPol p a u * meanPol p a u) =
      fun u => ∑ i, ∑ j, p i * p j * (a i u * a j u) := by
    funext u
    unfold meanPol
    rw [Finset.sum_mul_sum]
    refine Finset.sum_congr rfl fun i _ => Finset.sum_congr rfl fun j _ => ?_
    ring
  unfold ensembleC6 c6
  -- exchange the finite sums with the frequency integral
  rw [e, integral_finsetSum _ (fun i _ => integrable_finsetSum _ (fun j _ => hij i j)),
    Finset.mul_sum]
  refine Finset.sum_congr rfl fun i _ => ?_
  rw [integral_finsetSum _ (fun j _ => hij i j), Finset.mul_sum]
  refine Finset.sum_congr rfl fun j _ => ?_
  rw [integral_const_mul]
  ring
```

## The gap for an ensemble

The main identity needs the weights to sum to one, but not to be nonnegative. In its proof, `h1` and `h2` are the two sums that each reduce to \(L\), and `h3` inserts the pair identity under the double sum. What remains is \(\tfrac12L+\tfrac12L-E\).

```lean
/-- For weights summing to one and square-integrable polarizabilities, the like-conformer average
minus the ensemble coefficient is `(3/(2π)) ∑ p_i p_j ∫ (a_i - a_j)²`. -/
theorem likeAverage_sub_ensembleC6 {p : ι → ℝ} {a : ι → ℝ → ℝ} (hp : ∑ i, p i = 1)
    (ha : ∀ i, MemLp (a i) 2 (volume.restrict (Ioi (0 : ℝ)))) :
    likeAverage p a - ensembleC6 p a =
      3 / (2 * π) * ∑ i, ∑ j, p i * p j * ∫ u in Ioi (0 : ℝ), (a i u - a j u) ^ 2 := by
  -- summing over an idle partner leaves the like-conformer average
  have h1 : ∑ i, ∑ j, p i * p j * c6 (a i) (a i) = likeAverage p a := by
    refine Finset.sum_congr rfl fun i _ => ?_
    calc ∑ j, p i * p j * c6 (a i) (a i)
        = ∑ j, p i * c6 (a i) (a i) * p j :=
          Finset.sum_congr rfl fun j _ => by ring
      _ = p i * c6 (a i) (a i) := by rw [← Finset.mul_sum, hp, mul_one]
  have h2 : ∑ i, ∑ j, p i * p j * c6 (a j) (a j) = likeAverage p a := by
    rw [Finset.sum_comm, ← h1]
    refine Finset.sum_congr rfl fun i _ => Finset.sum_congr rfl fun j _ => ?_
    ring
  -- insert the pair identity term by term
  have h3 : 3 / (2 * π) * ∑ i, ∑ j, p i * p j * ∫ u in Ioi (0 : ℝ), (a i u - a j u) ^ 2 =
      ∑ i, ∑ j, (1 / 2 * (p i * p j * c6 (a i) (a i)) +
        1 / 2 * (p i * p j * c6 (a j) (a j)) - p i * p j * c6 (a i) (a j)) := by
    rw [Finset.mul_sum]
    refine Finset.sum_congr rfl fun i _ => ?_
    rw [Finset.mul_sum]
    refine Finset.sum_congr rfl fun j _ => ?_
    linear_combination (-(p i * p j)) * pair_gap (ha i) (ha j)
  rw [h3]
  simp only [Finset.sum_sub_distrib, Finset.sum_add_distrib, ← Finset.mul_sum]
  rw [h1, h2]
  unfold ensembleC6
  ring
```

The hypothesis `h0` now makes the weights probabilities, and the inequality follows from the sign of each term.

```lean
/-- For conformer probabilities and square-integrable polarizabilities, the like-conformer average
is never below the ensemble coefficient. -/
theorem ensembleC6_le_likeAverage {p : ι → ℝ} {a : ι → ℝ → ℝ} (h0 : ∀ i, 0 ≤ p i)
    (hp : ∑ i, p i = 1) (ha : ∀ i, MemLp (a i) 2 (volume.restrict (Ioi (0 : ℝ)))) :
    ensembleC6 p a ≤ likeAverage p a := by
  rw [← sub_nonneg, likeAverage_sub_ensembleC6 hp ha]
  refine mul_nonneg (by positivity) ?_
  exact Finset.sum_nonneg fun i _ => Finset.sum_nonneg fun j _ =>
    mul_nonneg (mul_nonneg (h0 i) (h0 j)) (integral_nonneg fun u => sq_nonneg _)
```

In the equality criterion, `=ᵐ` denotes equality at almost every \(u>0\). In the forward direction, a vanishing sum of nonnegative terms forces each term to vanish; dividing out the nonzero weights leaves \(\int(a_i-a_j)^2=0\), hence \(a_i=a_j\) almost everywhere. Conversely, each term vanishes either through a zero weight or through a zero integral.

```lean
/-- For conformer probabilities and square-integrable polarizabilities, the two averages agree
exactly when any two conformers of nonzero probability have equal polarizabilities at almost every
`u > 0`. -/
theorem likeAverage_eq_ensembleC6_iff {p : ι → ℝ} {a : ι → ℝ → ℝ} (h0 : ∀ i, 0 ≤ p i)
    (hp : ∑ i, p i = 1) (ha : ∀ i, MemLp (a i) 2 (volume.restrict (Ioi (0 : ℝ)))) :
    likeAverage p a = ensembleC6 p a ↔
      ∀ i j, p i ≠ 0 → p j ≠ 0 → a i =ᵐ[volume.restrict (Ioi (0 : ℝ))] a j := by
  have hn : ∀ i j, 0 ≤ p i * p j * ∫ u in Ioi (0 : ℝ), (a i u - a j u) ^ 2 := fun i j =>
    mul_nonneg (mul_nonneg (h0 i) (h0 j)) (integral_nonneg fun u => sq_nonneg _)
  have hc : 3 / (2 * π) ≠ 0 := by positivity
  rw [← sub_eq_zero, likeAverage_sub_ensembleC6 hp ha]
  constructor
  · intro h i j hi hj
    -- a vanishing sum of nonnegative terms vanishes term by term
    have hs := (mul_eq_zero.1 h).resolve_left hc
    have h1 := (Finset.sum_eq_zero_iff_of_nonneg
      (fun i _ => Finset.sum_nonneg fun j _ => hn i j)).1 hs i (Finset.mem_univ i)
    have h2 := (Finset.sum_eq_zero_iff_of_nonneg (fun j _ => hn i j)).1 h1 j (Finset.mem_univ j)
    have h3 := (mul_eq_zero.1 h2).resolve_left (mul_ne_zero hi hj)
    have hint : Integrable (fun u => (a i u - a j u) ^ 2) (volume.restrict (Ioi (0 : ℝ))) :=
      ((ha i).sub (ha j)).integrable_sq
    have h4 := (integral_eq_zero_iff_of_nonneg (fun u => sq_nonneg (a i u - a j u)) hint).1 h3
    filter_upwards [h4] with u hu
    have hu' : (a i u - a j u) ^ 2 = 0 := hu
    exact sub_eq_zero.1 ((pow_eq_zero_iff two_ne_zero).1 hu')
  · intro h
    refine mul_eq_zero_of_right _ (Finset.sum_eq_zero fun i _ => Finset.sum_eq_zero fun j _ => ?_)
    by_cases hi : p i = 0
    · rw [hi, zero_mul, zero_mul]
    by_cases hj : p j = 0
    · rw [hj, mul_zero, zero_mul]
    refine mul_eq_zero_of_right _ (integral_eq_zero_of_ae ?_)
    filter_upwards [h i j hi hj] with u hu
    simp [hu]
```

The two-conformer formula is stated for every real `p`. The proof writes out both averages, uses \(C_{ba}=C_{ab}\), and applies `pair_gap` with the factor \(2p(1-p)\), as in the collected expression above.

```lean
/-- For two conformers with weights `p` and `1 - p` and square-integrable polarizabilities, the
like-conformer average exceeds the ensemble coefficient by `p (1 - p) (3/π) ∫ (a - b)²`. -/
theorem two_conformers (p : ℝ) {a b : ℝ → ℝ}
    (ha : MemLp a 2 (volume.restrict (Ioi (0 : ℝ))))
    (hb : MemLp b 2 (volume.restrict (Ioi (0 : ℝ)))) :
    likeAverage ![p, 1 - p] ![a, b] - ensembleC6 ![p, 1 - p] ![a, b] =
      p * (1 - p) * (3 / π * ∫ u in Ioi (0 : ℝ), (a u - b u) ^ 2) := by
  have hsymm : c6 b a = c6 a b := by
    unfold c6
    simp only [mul_comm (b _) (a _)]
  simp only [likeAverage, ensembleC6, Fin.sum_univ_two, Matrix.cons_val_zero,
    Matrix.cons_val_one]
  rw [hsymm]
  linear_combination (2 * p * (1 - p)) * pair_gap ha hb

end

end ConformerC6
```

```lean
#print axioms ConformerC6.ensembleC6_eq_c6_meanPol
#print axioms ConformerC6.ensembleC6_le_likeAverage
#print axioms ConformerC6.likeAverage_eq_ensembleC6_iff
#print axioms ConformerC6.two_conformers
```

```
'ConformerC6.ensembleC6_eq_c6_meanPol' depends on axioms: [propext, Classical.choice, Quot.sound]
'ConformerC6.ensembleC6_le_likeAverage' depends on axioms: [propext, Classical.choice, Quot.sound]
'ConformerC6.likeAverage_eq_ensembleC6_iff' depends on axioms: [propext, Classical.choice, Quot.sound]
'ConformerC6.two_conformers' depends on axioms: [propext, Classical.choice, Quot.sound]
```
